# For the same nonzero Slater integral, the f orbitals $z(5z^2-3)$ and $x(x^2-3y^2)$ have different quadrupolar Hartree self-energies

When I compare DFT+U solutions for an ion with one f electron, started from different occupation matrices, I don't treat the electron's Hartree self-energy as a constant that drops out of the energy difference. For the orbitals $z(5z^2-3)$ and $x(x^2-3y^2)$ with a common radial function, the quadrupole term already seems to depend on the orbital. Integrated over azimuth, their normalised angular densities are $\tfrac78(5z^3-3z)^2$ and $\tfrac{35}{32}(1-z^2)^3$, and the averages of $(3z^2-1)/2$ come out as $4/15$ and $-1/3$.

The second orbital's density depends on azimuth, though, so I'd like the energy to come from the true density and not from its azimuthal average. Can this be made rigorous and machine-checked in Lean 4 with Mathlib?

## From the densities to $8F/225$ and $F/18$

Yes. Write a point of the unit sphere as $(x,y,z)=(r\cos t,\,r\sin t,\,z)$ with $r=\sqrt{1-z^2}$ and surface element $dz\,dt$. Since $x(x^2-3y^2)=r^3\cos 3t$, the two densities are

$$\rho_Z=\frac{7}{16\pi}(5z^3-3z)^2,\qquad \rho_X=\frac{35}{32\pi}(1-z^2)^3\cos^2 3t .$$

Integrating over $t$ gives the profiles $D_Z=\tfrac78(5z^3-3z)^2$ and $D_X=\tfrac{35}{32}(1-z^2)^3$.

The quadrupole interaction between directions $n$ and $n'$ is $P_2(n\cdot n')$, where $P_2(x)=(3x^2-1)/2$. The self-energy is

$$E=\frac F2\iint \rho(n)\,\rho(n')\,P_2(n\cdot n')\,dn\,dn' .$$

Here $F$ is the Slater integral of order two. It stands for the radial part of the Coulomb repulsion, the average of $s_<^2/s_>^3$ over two electron radii drawn independently from the orbital's radial density, in atomic units. The subscripts mark the smaller and the larger radius. This average is positive, so $F>0$ for any actual orbital.

**The potential.** Fix $n=(u,v,w)$ and let $n'$ run over the circle at height $z$. As a function of $t$, $P_2(n\cdot n')$ contains only harmonics up to second order. The azimuthal dependence of $\rho_X$ sits in $\cos^2 3t=(1+\cos 6t)/2$, and $\cos 6t$ is orthogonal to all of these harmonics. Each density therefore acts like its azimuthal average, and only the azimuthal mean of the interaction counts. The mean of $(n\cdot n')^2$ is $\tfrac12(1-w^2)(1-z^2)+w^2z^2$, so the mean of $P_2(n\cdot n')$ is

$$\tfrac34(1-w^2)(1-z^2)+\tfrac32w^2z^2-\tfrac12=\tfrac14(3w^2-1)(3z^2-1)=P_2(w)\,P_2(z).$$

The potential is thus $V(n)=q\,P_2(w)$ with $q=\int_{-1}^1 D(z)P_2(z)\,dz$.

**The averages.** Both profiles integrate to 1:

$$\tfrac74\left(\tfrac{25}{7}-6+3\right)=1,\qquad \tfrac{35}{16}\left(1-1+\tfrac35-\tfrac17\right)=1 .$$

The averages of $z^2$ are

$$\tfrac74\left(\tfrac{25}{9}-\tfrac{30}{7}+\tfrac95\right)=\tfrac{23}{45},\qquad \tfrac{35}{16}\left(\tfrac13-\tfrac35+\tfrac37-\tfrac19\right)=\tfrac19 ,$$

which gives $q_Z=4/15$ and $q_X=-1/3$.

**The energy.** Inserting the potential gives $E=\tfrac F2\,q\int\rho(n)P_2(z)\,dn$. The remaining integral is the potential at the north pole, $V(0,0,1)=q\,P_2(1)=q$. Hence $E=\tfrac F2q^2$, and

$$E_Z=\frac{8F}{225},\qquad E_X=\frac{F}{18},\qquad E_X-E_Z=\frac{F}{50}.$$

The energies are equal exactly when $F=0$.

## What the Lean definitions and theorems say

`rhoZ` and `rhoX` are the densities as functions of Cartesian coordinates, and `sphereIntegral` evaluates its integrand on the unit sphere, with $z$ from $-1$ to $1$ and $t$ from $0$ to $2\pi$. `densZ` and `densX` are the profiles, integrated over the full circle, so the mean density on a circle of latitude is the profile divided by $2\pi$. `quadPotential` is $V$, and `selfEnergy` is the double integral with its factor $F/2$, taken over the true densities.

`quadrupole_averages` states the two normalisations and the values $4/15$ and $-1/3$. `quadrupolar_self_energies` states, for every real `F`, the two energies and the criterion for their equality.

The number `F` is a parameter: no radial function appears, and the single `F` reflects the assumption that both orbitals have the same radial function. The multipole expansion of the Coulomb repulsion is built into the definitions. The terms of order 0, 4 and 6 are absent, as are exchange and the Hubbard correction itself. The order-0 term is the same for both orbitals, but the difference of their full Hartree self-energies also contains the terms of order 4 and 6, so the theorem compares the quadrupole terms only.

For a single electron, exact exchange cancels the whole Hartree self-energy, including this orbital-dependent quadrupole term. An approximate functional need not do so, and the error it leaves can then depend on the orbital.

```lean
import Mathlib

open scoped Real

namespace FOrbitalQuadrupole

noncomputable section

/-- The second Legendre polynomial, the angular form of the quadrupole interaction. -/
def P2 (x : ℝ) : ℝ := (3 * x ^ 2 - 1) / 2

/-- Integral over the unit sphere, in the height `z` and the azimuth `t`. -/
def sphereIntegral (f : ℝ → ℝ → ℝ → ℝ) : ℝ :=
  ∫ z in (-1 : ℝ)..1, ∫ t in (0 : ℝ)..2 * π,
    f (√(1 - z ^ 2) * Real.cos t) (√(1 - z ^ 2) * Real.sin t) z

/-- Angular density of the orbital `z(5z² - 3)` on the unit sphere. -/
def rhoZ (_x _y z : ℝ) : ℝ := 7 / (16 * π) * (z * (5 * z ^ 2 - 3)) ^ 2

/-- Angular density of the orbital `x(x² - 3y²)` on the unit sphere. -/
def rhoX (x y _z : ℝ) : ℝ := 35 / (32 * π) * (x * (x ^ 2 - 3 * y ^ 2)) ^ 2

/-- The polynomial `(7/8)(5z³ - 3z)²` in the height `z`. -/
def densZ (z : ℝ) : ℝ := 7 / 8 * (5 * z ^ 3 - 3 * z) ^ 2

/-- The polynomial `(35/32)(1 - z²)³` in the height `z`. -/
def densX (z : ℝ) : ℝ := 35 / 32 * (1 - z ^ 2) ^ 3

/-- Quadrupole potential of the angular density `ρ` in the direction `(u, v, w)`,
per unit of the radial Slater integral. -/
def quadPotential (ρ : ℝ → ℝ → ℝ → ℝ) (u v w : ℝ) : ℝ :=
  sphereIntegral fun x y z => ρ x y z * P2 (u * x + v * y + w * z)

/-- Quadrupolar Hartree self-energy of the density `ρ` with Slater integral `F`. -/
def selfEnergy (F : ℝ) (ρ : ℝ → ℝ → ℝ → ℝ) : ℝ :=
  F / 2 * sphereIntegral fun x y z => ρ x y z * quadPotential ρ x y z

/-- Against azimuthal harmonics up to second order, the density `ρ` integrates
over each circle of latitude as an axially symmetric density with profile `D`. -/
def ActsAxially (ρ : ℝ → ℝ → ℝ → ℝ) (D : ℝ → ℝ) : Prop :=
  ∀ r z : ℝ, r ^ 2 = 1 - z ^ 2 → ∀ a b c d e : ℝ,
    ∫ t in (0 : ℝ)..2 * π, ρ (r * Real.cos t) (r * Real.sin t) z *
      (a + b * Real.cos t + c * Real.sin t + d * Real.cos t ^ 2
        + e * (Real.sin t * Real.cos t)) = D z * (a + d / 2)

/-- The density of `z(5z² - 3)` acts axially with profile `(7/8)(5z³ - 3z)²`. -/
theorem rhoZ_actsAxially : ActsAxially rhoZ densZ := by
  intro r z _ a b c d e
  have h : ∀ t : ℝ, HasDerivAt
      (fun t => t * (a + d / 2) + Real.sin t * (b + d / 2 * Real.cos t)
        + (-c * Real.cos t + e / 2 * (Real.sin t * Real.sin t)))
      (a + b * Real.cos t + c * Real.sin t + d * Real.cos t ^ 2
        + e * (Real.sin t * Real.cos t)) t := by
    intro t
    have hs := Real.hasDerivAt_sin t
    have hc := Real.hasDerivAt_cos t
    refine HasDerivAt.congr_deriv
      ((((hasDerivAt_id' t).mul_const (a + d / 2)).fun_add
        (hs.fun_mul ((hc.const_mul (d / 2)).const_add b))).fun_add
        ((hc.const_mul (-c)).fun_add ((hs.fun_mul hs).const_mul (e / 2)))) ?_
    linear_combination (-d / 2) * Real.sin_sq_add_cos_sq t
  simp only [rhoZ]
  rw [intervalIntegral.integral_const_mul,
    intervalIntegral.integral_eq_sub_of_hasDerivAt (fun t _ => h t)
      (Continuous.intervalIntegrable (by fun_prop) _ _)]
  simp only [Real.sin_two_pi, Real.cos_two_pi, Real.sin_zero, Real.cos_zero, densZ]
  linear_combination (7 / 8 * (5 * z ^ 3 - 3 * z) ^ 2 * (a + d / 2)) *
    mul_inv_cancel₀ Real.pi_ne_zero

/-- The density of `x(x² - 3y²)` acts axially with profile `(35/32)(1 - z²)³`. -/
theorem rhoX_actsAxially : ActsAxially rhoX densX := by
  intro r z hr a b c d e
  -- antiderivative of the harmonics weighted with cos²(3t)
  have h : ∀ t : ℝ, HasDerivAt
      (fun t => t * (a / 2 + d / 4) + Real.sin t *
        (18 / 35 * b + (a / 2 + d / 4) * Real.cos t + 9 / 35 * b * Real.cos t ^ 2
          + (d / 6 - 8 / 3 * a) * Real.cos t ^ 3 + (-72 / 35 * b) * Real.cos t ^ 4
          + (8 / 3 * a - 5 / 3 * d) * Real.cos t ^ 5 + 16 / 7 * b * Real.cos t ^ 6
          + 2 * d * Real.cos t ^ 7)
        + ((-3 * c) * Real.cos t ^ 3 + (-9 / 4 * e) * Real.cos t ^ 4
          + 24 / 5 * c * Real.cos t ^ 5 + 4 * e * Real.cos t ^ 6
          + (-16 / 7 * c) * Real.cos t ^ 7 + (-2 * e) * Real.cos t ^ 8))
      ((4 * Real.cos t ^ 3 - 3 * Real.cos t) ^ 2 *
        (a + b * Real.cos t + c * Real.sin t + d * Real.cos t ^ 2
          + e * (Real.sin t * Real.cos t))) t := by
    intro t
    have hs := Real.hasDerivAt_sin t
    have hc := Real.hasDerivAt_cos t
    have p := fun (k : ℝ) (n : ℕ) => (hc.fun_pow n).const_mul k
    refine HasDerivAt.congr_deriv
      ((((hasDerivAt_id' t).mul_const (a / 2 + d / 4)).fun_add
        (hs.fun_mul ((((((((hc.const_mul (a / 2 + d / 4)).const_add (18 / 35 * b)).fun_add
          (p (9 / 35 * b) 2)).fun_add (p (d / 6 - 8 / 3 * a) 3)).fun_add
          (p (-72 / 35 * b) 4)).fun_add (p (8 / 3 * a - 5 / 3 * d) 5)).fun_add
          (p (16 / 7 * b) 6)).fun_add (p (2 * d) 7)))).fun_add
        ((((((p (-3 * c) 3).fun_add (p (-9 / 4 * e) 4)).fun_add
          (p (24 / 5 * c) 5)).fun_add (p (4 * e) 6)).fun_add
          (p (-16 / 7 * c) 7)).fun_add (p (-2 * e) 8))) ?_
    simp only [Nat.cast_ofNat, Nat.reduceSub]
    linear_combination (-(a * (40 / 3 * Real.cos t ^ 4 - 8 * Real.cos t ^ 2 + 1 / 2)
      + b * (96 / 7 * Real.cos t ^ 5 - 288 / 35 * Real.cos t ^ 3 + 18 / 35 * Real.cos t)
      + d * (14 * Real.cos t ^ 6 - 25 / 3 * Real.cos t ^ 4 + Real.cos t ^ 2 / 2 + 1 / 4)))
      * Real.sin_sq_add_cos_sq t
  have h6 : r ^ 6 = (1 - z ^ 2) ^ 3 := by rw [← hr]; ring
  have hx : ∀ t : ℝ, r * Real.cos t * ((r * Real.cos t) ^ 2 - 3 * (r * Real.sin t) ^ 2)
      = r ^ 3 * (4 * Real.cos t ^ 3 - 3 * Real.cos t) := fun t => by
    linear_combination (-3 * r ^ 3 * Real.cos t) * Real.sin_sq_add_cos_sq t
  simp only [rhoX, hx, mul_pow (r ^ 3), mul_assoc (35 / (32 * π)), mul_assoc ((r ^ 3) ^ 2)]
  rw [intervalIntegral.integral_const_mul, intervalIntegral.integral_const_mul,
    intervalIntegral.integral_eq_sub_of_hasDerivAt (fun t _ => h t)
      (Continuous.intervalIntegrable (by fun_prop) _ _)]
  simp only [Real.sin_two_pi, Real.cos_two_pi, Real.sin_zero, Real.cos_zero, densX]
  linear_combination (35 / 32 * (1 - z ^ 2) ^ 3 * (a + d / 2)) *
    mul_inv_cancel₀ Real.pi_ne_zero + (35 / 32 * π⁻¹ * π * (a + d / 2)) * h6

/-- Both profiles are normalised on `[-1, 1]`, and their averages of `(3z² - 1)/2`
are `4/15` and `-1/3`. -/
theorem quadrupole_averages :
    (∫ z in (-1 : ℝ)..1, densZ z) = 1 ∧ (∫ z in (-1 : ℝ)..1, densX z) = 1 ∧
    (∫ z in (-1 : ℝ)..1, densZ z * P2 z) = 4 / 15 ∧
    (∫ z in (-1 : ℝ)..1, densX z * P2 z) = -1 / 3 := by
  have key : ∀ a b c d e : ℝ,
      ∫ z in (-1 : ℝ)..1, (a + b * z ^ 2 + c * z ^ 4 + d * z ^ 6 + e * z ^ 8)
        = 2 * (a + b / 3 + c / 5 + d / 7 + e / 9) := by
    intro a b c d e
    have h : ∀ z : ℝ, HasDerivAt
        (fun z => a * z + b / 3 * z ^ 3 + c / 5 * z ^ 5 + d / 7 * z ^ 7 + e / 9 * z ^ 9)
        (a + b * z ^ 2 + c * z ^ 4 + d * z ^ 6 + e * z ^ 8) z := by
      intro z
      have p := fun (k : ℝ) (n : ℕ) => (hasDerivAt_pow n z).const_mul k
      refine HasDerivAt.congr_deriv
        ((((((hasDerivAt_id' z).const_mul a).fun_add (p (b / 3) 3)).fun_add
          (p (c / 5) 5)).fun_add (p (d / 7) 7)).fun_add (p (e / 9) 9)) ?_
      simp only [Nat.cast_ofNat, Nat.reduceSub]
      ring
    rw [intervalIntegral.integral_eq_sub_of_hasDerivAt (fun z _ => h z)
      (Continuous.intervalIntegrable (by fun_prop) _ _)]
    ring
  refine ⟨?_, ?_, ?_, ?_⟩
  · exact (intervalIntegral.integral_congr (fun z _ => by simp only [densZ]; ring)).trans
      ((key 0 (63 / 8) (-105 / 4) (175 / 8) 0).trans (by norm_num))
  · exact (intervalIntegral.integral_congr (fun z _ => by simp only [densX]; ring)).trans
      ((key (35 / 32) (-105 / 32) (105 / 32) (-35 / 32) 0).trans (by norm_num))
  · exact (intervalIntegral.integral_congr (fun z _ => by simp only [densZ, P2]; ring)).trans
      ((key 0 (-63 / 16) (399 / 16) (-805 / 16) (525 / 16)).trans (by norm_num))
  · exact (intervalIntegral.integral_congr (fun z _ => by simp only [densX, P2]; ring)).trans
      ((key (-35 / 64) (105 / 32) (-105 / 16) (175 / 32) (-105 / 64)).trans (by norm_num))

/-- On the unit sphere, the quadrupole potential of a density that acts axially is the integral of
its profile times `P2`, multiplied by `P2` of the height. -/
theorem quadPotential_eq {ρ : ℝ → ℝ → ℝ → ℝ} {D : ℝ → ℝ} (h : ActsAxially ρ D)
    {u v w : ℝ} (hn : u ^ 2 + v ^ 2 + w ^ 2 = 1) :
    quadPotential ρ u v w = (∫ z in (-1 : ℝ)..1, D z * P2 z) * P2 w := by
  unfold quadPotential sphereIntegral
  rw [← intervalIntegral.integral_mul_const]
  apply intervalIntegral.integral_congr
  intro z hz
  rw [Set.uIcc_of_le (by norm_num)] at hz
  have hr : √(1 - z ^ 2) ^ 2 = 1 - z ^ 2 := Real.sq_sqrt (by nlinarith [hz.1, hz.2])
  beta_reduce
  generalize √(1 - z ^ 2) = r at hr ⊢
  -- the interaction contains azimuthal harmonics up to second order only
  have hk : ∀ t : ℝ, P2 (u * (r * Real.cos t) + v * (r * Real.sin t) + w * z) =
      (3 * (v ^ 2 * r ^ 2 + w ^ 2 * z ^ 2) - 1) / 2 + (3 * u * w * r * z) * Real.cos t
        + (3 * v * w * r * z) * Real.sin t + (3 / 2 * (u ^ 2 - v ^ 2) * r ^ 2) * Real.cos t ^ 2
        + (3 * u * v * r ^ 2) * (Real.sin t * Real.cos t) := fun t => by
    simp only [P2]
    linear_combination (3 / 2 * v ^ 2 * r ^ 2) * Real.sin_sq_add_cos_sq t
  simp only [hk]
  rw [h r z hr]
  simp only [P2]
  linear_combination (D z * (3 / 4 * (u ^ 2 + v ^ 2))) * hr
    + (D z * (3 / 4 * (1 - z ^ 2))) * hn

/-- If the quadrupole potential of `ρ` on the unit sphere is `q` times `P2` of the
height, the quadrupolar self-energy is `F q² / 2`. -/
theorem selfEnergy_eq {ρ : ℝ → ℝ → ℝ → ℝ} {q : ℝ} (F : ℝ)
    (h : ∀ u v w : ℝ, u ^ 2 + v ^ 2 + w ^ 2 = 1 → quadPotential ρ u v w = q * P2 w) :
    selfEnergy F ρ = F / 2 * q ^ 2 := by
  -- the remaining integral is the potential at the north pole
  have h1 : sphereIntegral (fun x y z => ρ x y z * quadPotential ρ x y z)
      = q * quadPotential ρ 0 0 1 := by
    calc _ = sphereIntegral (fun x y z => q * (ρ x y z * P2 (0 * x + 0 * y + 1 * z))) := by
          unfold sphereIntegral
          apply intervalIntegral.integral_congr
          intro z hz
          rw [Set.uIcc_of_le (by norm_num)] at hz
          have hr : √(1 - z ^ 2) ^ 2 = 1 - z ^ 2 :=
            Real.sq_sqrt (by nlinarith [hz.1, hz.2])
          beta_reduce
          apply intervalIntegral.integral_congr
          intro t _
          beta_reduce
          rw [h _ _ _ (by
            linear_combination hr + √(1 - z ^ 2) ^ 2 * Real.sin_sq_add_cos_sq t)]
          simp only [zero_mul, zero_add, one_mul]
          ring
      _ = _ := by
          simp only [quadPotential, sphereIntegral, intervalIntegral.integral_const_mul]
  rw [selfEnergy, h1, h 0 0 1 (by norm_num)]
  simp only [P2]
  ring

/-- The quadrupolar Hartree self-energies of `z(5z² - 3)` and `x(x² - 3y²)` are
`8F/225` and `F/18`; they coincide exactly when the Slater integral `F` vanishes. -/
theorem quadrupolar_self_energies (F : ℝ) :
    selfEnergy F rhoZ = 8 / 225 * F ∧ selfEnergy F rhoX = F / 18 ∧
    (selfEnergy F rhoZ = selfEnergy F rhoX ↔ F = 0) := by
  obtain ⟨_, _, hZ, hX⟩ := quadrupole_averages
  have eZ : selfEnergy F rhoZ = 8 / 225 * F := by
    rw [selfEnergy_eq F (fun u v w hn => quadPotential_eq rhoZ_actsAxially hn), hZ]
    ring
  have eX : selfEnergy F rhoX = F / 18 := by
    rw [selfEnergy_eq F (fun u v w hn => quadPotential_eq rhoX_actsAxially hn), hX]
    ring
  refine ⟨eZ, eX, ?_⟩
  rw [eZ, eX]
  constructor <;> intro h <;> linarith

end

end FOrbitalQuadrupole
```

## How the proof follows the calculation

`ActsAxially ρ D` expresses the azimuthal step: on each circle of latitude, integrating `ρ` against $a+b\cos t+c\sin t+d\cos^2t+e\sin t\cos t$ gives $D(z)(a+d/2)$. Setting $a=1$ and the other coefficients to zero recovers the profile.

- `rhoZ_actsAxially` and `rhoX_actsAxially` prove this property with explicit antiderivatives and the fundamental theorem of calculus. For `rhoX`, the step `hx` rewrites the orbital as $r^3(4\cos^3t-3\cos t)$, which is $r^3\cos3t$. The long antiderivative then replaces the orthogonality argument, and `linear_combination` checks its derivative using $\sin^2t+\cos^2t=1$.
- `quadrupole_averages` integrates a general even polynomial of degree eight once, in `key`, and inserts four sets of coefficients.
- `quadPotential_eq` expands $P_2(n\cdot n')$ into the five harmonics in `hk` and applies the axial property. Its last `linear_combination` is the factorisation into $P_2(w)P_2(z)$, using $r^2=1-z^2$ and $u^2+v^2+w^2=1$.
- `selfEnergy_eq` replaces the inner potential by $q\,P_2(z)$ and recognises what is left as $q$ times the potential at `0 0 1`, which gives $Fq^2/2$.
- `quadrupolar_self_energies` inserts the two averages, and `linarith` settles the equality criterion.

```lean
#print axioms FOrbitalQuadrupole.quadrupolar_self_energies
-- 'FOrbitalQuadrupole.quadrupolar_self_energies' depends on axioms: [propext, Classical.choice, Quot.sound]
```
